# Gauge freedom of the kernel in the Dyson screening equation

A constant added to the external potential of a system with fixed particle number changes no density, and any induced density integrates to zero. In a finite representation that pairs a potential with a density by the plain sum \(\sum_i v_i n_i\), such as site occupations on a lattice, both facts concern one vector \(e\), the constant potential (with quadrature weights absorbed into \(\chi_0\), or in a complex basis, the left and right vectors can differ, a case not treated here): the bare response obeys \(\chi_0 e = 0\) and \(e^T\chi_0 = 0\). A singular \(\chi_0\) cannot see the whole kernel \(f\), which raises the question of which changes of \(f\) leave the screened response \(\chi\) alone.

## The identity

Let \(\chi_0, f, \chi\) be \(n\times n\) matrices and \(\varepsilon = 1-\chi_0 f\). Suppose
\[ \chi_0 e = 0, \qquad e^T\chi_0 = 0, \qquad \chi = \chi_0 + \chi_0 f\chi . \]
Then \(\varepsilon\) is invertible, \(\chi e = 0\), \(e^T\chi = 0\), and for all vectors \(g,h\) the kernel
\[ f' = f + g e^T + e h^T \]
satisfies \(\chi = \chi_0 + \chi_0 f'\chi\) and \(\det(1-\chi_0 f') = \det(1-\chi_0 f)\). If both null spaces of \(\chi_0\) consist exactly of the multiples of \(e\), these are the only kernels with the same \(\chi\).

## Where it can be applied in a code

In RPA or linear-response TDDFT, at one frequency and in a finite basis where both null conditions hold with \(e\) the constant potential, terms of the form \(g(r)+h(r')\) may be added to or removed from the kernel without changing \(\chi\), and \(\chi\) inherits charge conservation from \(\chi_0\). A random shift of this form makes a regression test: \(\chi\) and \(\det\varepsilon\) should not move. A code that reconstructs a kernel from \(\chi_0\) and \(\chi\) cannot use \(\chi_0^{-1}-\chi^{-1}\), since both matrices are singular when \(e\neq0\), and when both null spaces of \(\chi_0\) are exactly the multiples of \(e\), the converse states the remaining ambiguity.

## Derivation

1. Invertibility need not be assumed. Expanding,
\[ (1-\chi_0 f)(1+\chi f) = 1 + (\chi-\chi_0-\chi_0 f\chi)f = 1 . \]
A right inverse of a finite square matrix is also a left inverse, so \(\varepsilon^{-1} = 1+\chi f\).

2. The Dyson equation reads \(\varepsilon\chi=\chi_0\). Multiplying from the left by \(1+\chi f\) gives \(\chi = (1+\chi f)\chi_0 = \chi_0+\chi f\chi_0\).

3. From \(\chi=\chi_0(1+f\chi)\) follows \(e^T\chi = (e^T\chi_0)(1+f\chi) = 0\). From step 2 follows \(\chi e = (1+\chi f)(\chi_0 e) = 0\).

4. For the shifted kernel,
\[ \chi_0 f'\chi = \chi_0 f\chi + \chi_0 g\,(e^T\chi) + (\chi_0 e)\,h^T\chi = \chi_0 f\chi . \]
The first half of step 3 holds for either kernel, so the two equations have the same solutions.

5. The product \((1-\chi_0 g e^T)(1-\chi_0 f)\) expands to \(1-\chi_0 f-\chi_0 g e^T+\chi_0 g\,(e^T\chi_0) f\), whose last term vanishes. Since \(\chi_0 e h^T=0\), this equals \(1-\chi_0 f'\). With \(\det(1-AB)=\det(1-BA)\), the first factor has determinant \(\det(1-g e^T\chi_0)=1\).

6. For the converse, put \(\Delta=f'-f\). Subtracting the two Dyson equations gives \(\chi_0\Delta\chi=0\). Step 2 says \(\chi(1-f\chi_0)=\chi_0\), so multiplying from the right by \(1-f\chi_0\) gives \(\chi_0\Delta\chi_0=0\). Each column of \(\Delta\chi_0\) is then a multiple of \(e\), that is \(\Delta\chi_0=e k^T\). Pick \(i_0\) with \(e_{i_0}\neq0\) and set \(h_l=\Delta_{i_0 l}/e_{i_0}\). Row \(i_0\) of \(\Delta\chi_0=ek^T\) gives \(h^T\chi_0=k^T\), hence \((\Delta-e h^T)\chi_0=0\). Each row of \(\Delta-eh^T\) is a left null vector, so a multiple \(g_i e^T\), and \(\Delta=ge^T+eh^T\). If \(e=0\), then \(\Delta\chi_0=0\) already and \(h=0\) serves.

## The Lean file

```lean
import Mathlib

open Matrix

namespace DysonKernelGauge

noncomputable section

variable {n : Type*} [Fintype n] {R : Type*} [CommRing R]

/-- The Dyson screening equation `χ = χ₀ + χ₀ f χ` for bare response `χ₀`, kernel `f` and
interacting response `χ`. -/
def SolvesDyson (χ₀ f χ : Matrix n n R) : Prop :=
  χ = χ₀ + χ₀ * f * χ

/-- The shifted kernel `f + g eᵀ + e hᵀ`. -/
def gaugeShift (f : Matrix n n R) (e g h : n → R) : Matrix n n R :=
  f + vecMulVec g e + vecMulVec e h

/-- If `eᵀ M = 0`, then `(g eᵀ) M = 0` for every vector `g`. -/
theorem outer_mul_eq_zero {M : Matrix n n R} {e : n → R} (g : n → R) (hl : e ᵥ* M = 0) :
    vecMulVec g e * M = 0 := by
  ext i j
  have hj : ∑ k, e k * M k j = 0 := congrFun hl j
  simp only [Matrix.mul_apply, Matrix.vecMulVec_apply, Matrix.zero_apply, mul_assoc]
  rw [← Finset.mul_sum, hj, mul_zero]

/-- If `M e = 0`, then `M (e hᵀ) = 0` for every vector `h`. -/
theorem mul_outer_eq_zero {M : Matrix n n R} {e : n → R} (h : n → R) (hr : M *ᵥ e = 0) :
    M * vecMulVec e h = 0 := by
  ext i j
  have hi : ∑ k, M i k * e k = 0 := congrFun hr i
  simp only [Matrix.mul_apply, Matrix.vecMulVec_apply, Matrix.zero_apply, ← mul_assoc]
  rw [← Finset.sum_mul, hi, zero_mul]

variable [DecidableEq n]

/-- The dielectric matrix `1 - χ₀ f`. -/
def dielectric (χ₀ f : Matrix n n R) : Matrix n n R :=
  1 - χ₀ * f

/-- If `χ` solves the Dyson equation, `1 + χ f` is a two-sided inverse of the dielectric
matrix. -/
theorem dielectric_inverse {χ₀ f χ : Matrix n n R} (hs : SolvesDyson χ₀ f χ) :
    dielectric χ₀ f * (1 + χ * f) = 1 ∧ (1 + χ * f) * dielectric χ₀ f = 1 := by
  have h' : χ - χ₀ - χ₀ * f * χ = 0 := by
    rw [sub_sub, sub_eq_zero]
    exact hs
  have h1 : dielectric χ₀ f * (1 + χ * f) = 1 := by
    calc dielectric χ₀ f * (1 + χ * f) = 1 + (χ - χ₀ - χ₀ * f * χ) * f := by
          unfold dielectric; noncomm_ring
      _ = 1 := by rw [h']; simp
  -- a right inverse of a square matrix is also a left inverse
  exact ⟨h1, _root_.mul_eq_one_comm.mp h1⟩

/-- A solution of the Dyson equation also satisfies `χ = χ₀ + χ f χ₀`. -/
theorem dyson_transposed {χ₀ f χ : Matrix n n R} (hs : SolvesDyson χ₀ f χ) :
    χ = χ₀ + χ * f * χ₀ := by
  have h2 := (dielectric_inverse hs).2
  have h' : χ = χ₀ + χ₀ * f * χ := hs
  have hD : dielectric χ₀ f * χ = χ₀ := by
    calc dielectric χ₀ f * χ = χ - χ₀ * f * χ := by unfold dielectric; noncomm_ring
      _ = χ₀ := sub_eq_of_eq_add h'
  calc χ = ((1 + χ * f) * dielectric χ₀ f) * χ := by rw [h2, Matrix.one_mul]
    _ = (1 + χ * f) * (dielectric χ₀ f * χ) := Matrix.mul_assoc _ _ _
    _ = χ₀ + χ * f * χ₀ := by rw [hD]; noncomm_ring

/-- `χ` solves the Dyson equation exactly when the dielectric matrix is invertible and
`χ = (1 - χ₀ f)⁻¹ χ₀`. -/
theorem solvesDyson_iff {χ₀ f χ : Matrix n n R} :
    SolvesDyson χ₀ f χ ↔ IsUnit (dielectric χ₀ f) ∧ χ = (dielectric χ₀ f)⁻¹ * χ₀ := by
  constructor
  · intro hs
    obtain ⟨h1, h2⟩ := dielectric_inverse hs
    refine ⟨⟨⟨dielectric χ₀ f, 1 + χ * f, h1, h2⟩, rfl⟩, ?_⟩
    rw [Matrix.inv_eq_right_inv h1]
    calc χ = χ₀ + χ * f * χ₀ := dyson_transposed hs
      _ = (1 + χ * f) * χ₀ := by noncomm_ring
  · rintro ⟨hu, hχ⟩
    have hdet : IsUnit (dielectric χ₀ f).det := (Matrix.isUnit_iff_isUnit_det _).mp hu
    have hD : dielectric χ₀ f * χ = χ₀ := by
      rw [hχ, ← Matrix.mul_assoc, Matrix.mul_nonsing_inv _ hdet, Matrix.one_mul]
    unfold SolvesDyson
    calc χ = dielectric χ₀ f * χ + χ₀ * f * χ := by unfold dielectric; noncomm_ring
      _ = χ₀ + χ₀ * f * χ := by rw [hD]

/-- A left null vector of the bare response is a left null vector of the interacting
response. -/
theorem response_vecMul_eq_zero {χ₀ f χ : Matrix n n R} {e : n → R} (hl : e ᵥ* χ₀ = 0)
    (hs : SolvesDyson χ₀ f χ) : e ᵥ* χ = 0 := by
  have h' : χ = χ₀ + χ₀ * f * χ := hs
  have hfac : χ = χ₀ * (1 + f * χ) := by
    calc χ = χ₀ + χ₀ * f * χ := h'
      _ = χ₀ * (1 + f * χ) := by noncomm_ring
  calc e ᵥ* χ = e ᵥ* (χ₀ * (1 + f * χ)) := congrArg (fun M => e ᵥ* M) hfac
    _ = 0 := by rw [← Matrix.vecMul_vecMul, hl, Matrix.zero_vecMul]

/-- A right null vector of the bare response is a right null vector of the interacting
response. -/
theorem response_mulVec_eq_zero {χ₀ f χ : Matrix n n R} {e : n → R} (hr : χ₀ *ᵥ e = 0)
    (hs : SolvesDyson χ₀ f χ) : χ *ᵥ e = 0 := by
  have hfac : χ = (1 + χ * f) * χ₀ := by
    calc χ = χ₀ + χ * f * χ₀ := dyson_transposed hs
      _ = (1 + χ * f) * χ₀ := by noncomm_ring
  calc χ *ᵥ e = ((1 + χ * f) * χ₀) *ᵥ e := congrArg (fun M => M *ᵥ e) hfac
    _ = 0 := by rw [← Matrix.mulVec_mulVec, hr, Matrix.mulVec_zero]

/-- If `χ₀ e = 0` and `eᵀ χ₀ = 0`, the Dyson equations with kernels `f + g eᵀ + e hᵀ` and `f`
have the same solutions. -/
theorem solvesDyson_gaugeShift_iff {χ₀ f χ : Matrix n n R} {e : n → R} (hr : χ₀ *ᵥ e = 0)
    (hl : e ᵥ* χ₀ = 0) (g h : n → R) :
    SolvesDyson χ₀ (gaugeShift f e g h) χ ↔ SolvesDyson χ₀ f χ := by
  -- both extra terms drop out of the screening term
  have key : e ᵥ* χ = 0 → χ₀ * gaugeShift f e g h * χ = χ₀ * f * χ := by
    intro hχ
    have h1 := outer_mul_eq_zero g hχ
    have h2 := mul_outer_eq_zero h hr
    calc χ₀ * gaugeShift f e g h * χ
        = χ₀ * f * χ + χ₀ * (vecMulVec g e * χ) + (χ₀ * vecMulVec e h) * χ := by
          unfold gaugeShift; noncomm_ring
      _ = χ₀ * f * χ := by rw [h1, h2]; simp
  constructor
  · intro hs
    have k := key (response_vecMul_eq_zero hl hs)
    unfold SolvesDyson at hs ⊢
    rw [k] at hs
    exact hs
  · intro hs
    have k := key (response_vecMul_eq_zero hl hs)
    unfold SolvesDyson at hs ⊢
    rw [k]
    exact hs

/-- If `χ₀ e = 0` and `eᵀ χ₀ = 0`, the determinant of the dielectric matrix is the same for the
kernels `f + g eᵀ + e hᵀ` and `f`. -/
theorem det_dielectric_gaugeShift {χ₀ : Matrix n n R} {e : n → R} (hr : χ₀ *ᵥ e = 0)
    (hl : e ᵥ* χ₀ = 0) (f : Matrix n n R) (g h : n → R) :
    (dielectric χ₀ (gaugeShift f e g h)).det = (dielectric χ₀ f).det := by
  have h1 := outer_mul_eq_zero g hl
  have h2 := mul_outer_eq_zero h hr
  -- the shifted dielectric matrix factorises
  have hfac : dielectric χ₀ (gaugeShift f e g h)
      = (1 - χ₀ * vecMulVec g e) * dielectric χ₀ f := by
    calc dielectric χ₀ (gaugeShift f e g h)
        = (1 - χ₀ * vecMulVec g e) * dielectric χ₀ f - χ₀ * (vecMulVec g e * χ₀) * f
            - χ₀ * vecMulVec e h := by
          unfold dielectric gaugeShift; noncomm_ring
      _ = (1 - χ₀ * vecMulVec g e) * dielectric χ₀ f := by rw [h1, h2]; simp
  -- the extra factor has determinant one
  rw [hfac, Matrix.det_mul, Matrix.det_one_sub_mul_comm χ₀ (vecMulVec g e), h1]
  simp

/-- Kernel gauge freedom: if `χ₀ e = 0`, `eᵀ χ₀ = 0` and `χ = χ₀ + χ₀ f χ`, then `1 - χ₀ f` is
invertible, `χ e = 0`, `eᵀ χ = 0`, and for every kernel `f + g eᵀ + e hᵀ` the same `χ` solves
the Dyson equation and the dielectric determinant is unchanged. -/
theorem kernel_gauge_freedom {χ₀ f χ : Matrix n n R} {e : n → R} (hr : χ₀ *ᵥ e = 0)
    (hl : e ᵥ* χ₀ = 0) (hs : SolvesDyson χ₀ f χ) :
    IsUnit (dielectric χ₀ f) ∧ χ *ᵥ e = 0 ∧ e ᵥ* χ = 0 ∧
      ∀ g h : n → R, SolvesDyson χ₀ (gaugeShift f e g h) χ ∧
        (dielectric χ₀ (gaugeShift f e g h)).det = (dielectric χ₀ f).det :=
  ⟨(solvesDyson_iff.mp hs).1, response_mulVec_eq_zero hr hs, response_vecMul_eq_zero hl hs,
    fun g h => ⟨(solvesDyson_gaugeShift_iff hr hl g h).mpr hs,
      det_dielectric_gaugeShift hr hl f g h⟩⟩

/-- If the right and left null vectors of `χ₀` are exactly the multiples of `e` and `χ` solves
the Dyson equation with kernel `f`, then it solves it with kernel `f'` exactly when
`f' = f + g eᵀ + e hᵀ` for some `g`, `h`. -/
theorem same_response_iff_gaugeShift {K : Type*} [Field K] {χ₀ f f' χ : Matrix n n K}
    {e : n → K} (hr : ∀ v, χ₀ *ᵥ v = 0 ↔ ∃ c : K, v = c • e)
    (hl : ∀ v, v ᵥ* χ₀ = 0 ↔ ∃ c : K, v = c • e) (hs : SolvesDyson χ₀ f χ) :
    SolvesDyson χ₀ f' χ ↔ ∃ g h : n → K, f' = gaugeShift f e g h := by
  constructor
  · intro hs'
    obtain ⟨Δ, rfl⟩ : ∃ Δ, f' = f + Δ := ⟨f' - f, by abel⟩
    have h1 : χ = χ₀ + χ₀ * (f + Δ) * χ := hs'
    have h2 : χ = χ₀ + χ₀ * f * χ := hs
    -- subtracting the two equations
    have h0 : χ₀ * Δ * χ = 0 := by
      calc χ₀ * Δ * χ = (χ₀ + χ₀ * (f + Δ) * χ) - (χ₀ + χ₀ * f * χ) := by noncomm_ring
        _ = χ - χ := by rw [← h1, ← h2]
        _ = 0 := sub_self _
    have hχ₀ : χ * (1 - f * χ₀) = χ₀ := by
      calc χ * (1 - f * χ₀) = χ - χ * f * χ₀ := by noncomm_ring
        _ = χ₀ := sub_eq_of_eq_add (dyson_transposed hs)
    have h3 : χ₀ * (Δ * χ₀) = 0 := by
      calc χ₀ * (Δ * χ₀) = χ₀ * (Δ * (χ * (1 - f * χ₀))) := by rw [hχ₀]
        _ = (χ₀ * Δ * χ) * (1 - f * χ₀) := by simp only [Matrix.mul_assoc]
        _ = 0 := by rw [h0, Matrix.zero_mul]
    -- every column of Δ χ₀ is a multiple of e
    have hcol : ∀ j, ∃ c : K, (fun i => (Δ * χ₀) i j) = c • e := by
      intro j
      apply (hr _).mp
      funext i
      exact congrFun (congrFun h3 i) j
    choose k hk using hcol
    have hk' : ∀ i j, (Δ * χ₀) i j = k j * e i := fun i j => by
      simpa using congrFun (hk j) i
    have hex : ∃ h : n → K, (Δ - vecMulVec e h) * χ₀ = 0 := by
      by_cases he : ∃ i, e i ≠ 0
      · obtain ⟨i0, hi0⟩ := he
        refine ⟨fun l => (e i0)⁻¹ * Δ i0 l, ?_⟩
        ext i j
        have hv : (vecMulVec e (fun l => (e i0)⁻¹ * Δ i0 l) * χ₀) i j
            = e i * (e i0)⁻¹ * (Δ * χ₀) i0 j := by
          simp only [Matrix.mul_apply, Matrix.vecMulVec_apply, Finset.mul_sum]
          exact Finset.sum_congr rfl fun l _ => by ring
        have hinv : (e i0)⁻¹ * e i0 = 1 := inv_mul_cancel₀ hi0
        rw [Matrix.sub_mul, Matrix.sub_apply, hv, hk' i j, hk' i0 j, Matrix.zero_apply]
        linear_combination (-(k j * e i)) * hinv
      · have he' : ∀ i, e i = 0 := fun i => by
          by_contra hne
          exact he ⟨i, hne⟩
        refine ⟨0, ?_⟩
        have hv : vecMulVec e (0 : n → K) = 0 := by
          ext a b
          simp [Matrix.vecMulVec_apply]
        rw [hv, sub_zero]
        ext i j
        rw [hk' i j, he' i, mul_zero, Matrix.zero_apply]
    obtain ⟨h, hh⟩ := hex
    -- every row of Δ - e hᵀ is a multiple of eᵀ
    have hrow : ∀ i, ∃ c : K, (fun l => (Δ - vecMulVec e h) i l) = c • e := by
      intro i
      apply (hl _).mp
      funext j
      exact congrFun (congrFun hh i) j
    choose g hg using hrow
    refine ⟨g, h, ?_⟩
    ext i l
    have hil := congrFun (hg i) l
    simp only [Matrix.sub_apply, Matrix.vecMulVec_apply, Pi.smul_apply, smul_eq_mul] at hil
    simp only [gaugeShift, Matrix.add_apply, Matrix.vecMulVec_apply]
    linear_combination hil
  · rintro ⟨g, h, rfl⟩
    exact (solvesDyson_gaugeShift_iff ((hr e).mpr ⟨1, (one_smul _ _).symm⟩)
      ((hl e).mpr ⟨1, (one_smul _ _).symm⟩) g h).mpr hs

/-- Bare density response of a two-site model. -/
def dimerBare : Matrix (Fin 2) (Fin 2) ℝ :=
  !![-1, 1; 1, -1]

/-- On-site kernel of unit strength for the two-site model. -/
def dimerKernel : Matrix (Fin 2) (Fin 2) ℝ :=
  !![1, 0; 0, 1]

/-- Screened density response of the two-site model. -/
def dimerResponse : Matrix (Fin 2) (Fin 2) ℝ :=
  !![-1 / 3, 1 / 3; 1 / 3, -1 / 3]

/-- In the two-site model the right and left null vectors of the bare response are exactly the
multiples of `(1, 1)`, and the screened response solves the Dyson equation. -/
theorem dimer_witness :
    (∀ v, dimerBare *ᵥ v = 0 ↔ ∃ c : ℝ, v = c • (![1, 1] : Fin 2 → ℝ)) ∧
    (∀ v, v ᵥ* dimerBare = 0 ↔ ∃ c : ℝ, v = c • (![1, 1] : Fin 2 → ℝ)) ∧
    SolvesDyson dimerBare dimerKernel dimerResponse := by
  refine ⟨fun v => ⟨fun hv => ?_, ?_⟩, fun v => ⟨fun hv => ?_, ?_⟩, ?_⟩
  · have h10 : v 1 = v 0 := by
      have h0 := congrFun hv 0
      simp only [Matrix.mulVec, dotProduct, Fin.sum_univ_two] at h0
      simp [dimerBare] at h0
      linarith
    refine ⟨v 0, ?_⟩
    funext i
    fin_cases i <;> simp [h10]
  · rintro ⟨c, rfl⟩
    funext i
    simp only [Matrix.mulVec, dotProduct, Fin.sum_univ_two]
    fin_cases i <;> simp [dimerBare]
  · have h10 : v 1 = v 0 := by
      have h0 := congrFun hv 0
      simp only [Matrix.vecMul, dotProduct, Fin.sum_univ_two] at h0
      simp [dimerBare] at h0
      linarith
    refine ⟨v 0, ?_⟩
    funext i
    fin_cases i <;> simp [h10]
  · rintro ⟨c, rfl⟩
    funext i
    simp only [Matrix.vecMul, dotProduct, Fin.sum_univ_two]
    fin_cases i <;> simp [dimerBare]
  · unfold SolvesDyson
    ext i j
    fin_cases i <;> fin_cases j <;>
      simp [dimerBare, dimerKernel, dimerResponse] <;>
      norm_num

end

end DysonKernelGauge
```

```lean
#print axioms DysonKernelGauge.kernel_gauge_freedom
-- 'DysonKernelGauge.kernel_gauge_freedom' depends on axioms: [propext, Classical.choice, Quot.sound]
#print axioms DysonKernelGauge.same_response_iff_gaugeShift
-- 'DysonKernelGauge.same_response_iff_gaugeShift' depends on axioms: [propext, Classical.choice, Quot.sound]
```

## Reading the statements

The index type `n` labels a finite set of sites or basis functions. Entries lie in a commutative ring `R`, which covers real static responses and complex responses at one frequency. `SolvesDyson χ₀ f χ` is the Dyson equation, `dielectric χ₀ f` is \(1-\chi_0 f\) in this order of factors, and `gaugeShift f e g h` is \(f'\), with `vecMulVec g e` for \(ge^T\). The hypotheses `χ₀ *ᵥ e = 0` and `e ᵥ* χ₀ = 0` are the right and left null conditions. The transpose carries no complex conjugation, the same \(e\) acts on both sides, and no matrix is assumed symmetric or Hermitian.

`kernel_gauge_freedom` states the forward result, with `IsUnit` for invertibility. `same_response_iff_gaugeShift` is the converse, over a field `K` because step 6 divides by \(e_{i_0}\); its `hr` and `hl` say that a vector is annihilated exactly when it is `c • e`. `solvesDyson_iff` says that \(\chi\) solves the equation exactly when \(\varepsilon\) is invertible and \(\chi=\varepsilon^{-1}\chi_0\). The `IsUnit` clause is needed there because Mathlib's `⁻¹` returns zero for a singular matrix.

`dimer_witness` checks a two-site model with \(e=(1,1)\), unit on-site kernel and \(\chi=\chi_0/3\). On \((1,-1)\) the bare response has eigenvalue \(-2\), which screening turns into \(-2/(1+2)\). The model meets the hypotheses of the converse and thus those of the forward theorem.

## How the proof follows the derivation

`outer_mul_eq_zero` and `mul_outer_eq_zero` pull \(g_i\) or \(h_j\) out of a sum to show \((ge^T)M=0\) and \(M(eh^T)=0\) when \(e\) is a null vector of \(M\) on the matching side. `dielectric_inverse` is step 1: `noncomm_ring` does the expansion and `_root_.mul_eq_one_comm` turns the right inverse into a left one. `dyson_transposed` is step 2, and `solvesDyson_iff` combines it with the explicit inverse. `response_vecMul_eq_zero` and `response_mulVec_eq_zero` are step 3, each through its factorisation `hfac`. In `solvesDyson_gaugeShift_iff`, `key` is the cancellation of step 4, applied once in each direction. `det_dielectric_gaugeShift` is step 5, using `Matrix.det_one_sub_mul_comm`; it assumes no solution \(\chi\), so it also holds where \(\varepsilon\) is singular. In the converse, `h0`, `hχ₀` and `h3` lead to \(\chi_0\Delta\chi_0=0\), `hcol` gives \(k\), `hex` builds \(h\) with the case split on \(e=0\), and `hrow` gives \(g\).

## What is and is not guaranteed

The null conditions are assumed, not derived from a Hamiltonian or from particle conservation, and for general matrices neither can be dropped, whereas for a symmetric \(\chi_0\) each implies the other. Take \(e=(1,0)\), \(f=0\), and \(\chi_0=\chi\) with a single nonzero entry \((\chi_0)_{12}=1\). Then \(\chi_0e=0\) but \(e^T\chi_0\neq0\), and \(g=(0,1)\), \(h=0\) gives \(1-\chi_0f'=\mathrm{diag}(0,1)\), so the shifted equation has no solution. For the other condition take instead the single nonzero entry \((\chi_0)_{21}=1\): then \(e^T\chi_0=0\) but \(\chi_0e\neq0\), and \(g=0\), \(h=(0,1)\) gives \(1-\chi_0f'=\mathrm{diag}(1,0)\), again singular. The converse fails for a larger null space. With \(\chi_0=0\) on two sites every kernel gives \(\chi=0\), yet \(\Delta=1\) is not of the form \(ge^T+eh^T\) for \(e=(1,1)\), because \(v^T\Delta v=2\) for \(v=(1,-1)\) while a gauge term gives zero.

Invariance is stated for \(\chi\) and \(\det\varepsilon\) only. The matrix \(\varepsilon\) itself acquires the factor \(1-\chi_0ge^T\). Its inverse is \(1+\chi f\), whereas the test-charge dielectric matrix has the inverse \(1+v\chi\) with the Coulomb interaction \(v\). The two differ by more than the order of factors when \(f\) contains an exchange-correlation part; in the RPA, where \(f=v\), only the order differs, and for symmetric \(\chi_0\) and \(v\) they are transposes of each other.

The remaining points are caveats that the file does not establish. Arithmetic is exact: if truncation or rounding leaves \(\chi_0e\) or \(e^T\chi\) small but nonzero, the shifted equation keeps the residual \(\chi_0g\,(e^T\chi)+(\chi_0e)\,h^T\chi\), and no bound on it is given. Step 1 uses finite dimension, so operators on function spaces and basis-set limits are not treated. The long-wavelength limit in a periodic insulator, where entries of \(\chi_0\) vanish while the Coulomb entry diverges, is a limit of products and is not an instance of the theorem. Frequency enters only as a fixed parameter, and the link between zeros of \(\det\varepsilon\) and excitation energies is not formalised.
